# For an odd number of spins 1/2, S² ≥ 3/4 and the antiferromagnet with unit coupling on all pairs has energy at least −3(n−1)/8

Let n be odd, and let S be the total spin of n spins 1/2, with ħ = 1. Every state ψ satisfies

⟨ψ, S²ψ⟩ ≥ (3/4) ‖ψ‖².

For the antiferromagnet with unit coupling on all pairs, H = Σ_{i<j} S_i·S_j, it follows that

⟨ψ, Hψ⟩ ≥ −(3(n−1)/8) ‖ψ‖².

The inequality S² ≥ 0 alone would give only −3n/8 per squared norm, and no nonzero state reaches that value. For n = 3 the bound −3(n−1)/8 = −3/4 is attained.

## From parity to the energy bound

Number the spins 0, …, n−1. Fix an axis and let P_i be the Pauli operator of spin i along it. These operators are Hermitian, commute with one another and satisfy P_i² = 1. The bound on S² rests on a statement about any such family: if A is a finite set of indices and k an integer with k + |A| odd, then

‖(k + Σ_{i∈A} P_i)ψ‖ ≥ ‖ψ‖.

The proof is by induction on A. If A is empty, k is odd, so |k| ≥ 1 and the claim holds. Now add an index a to A, and assume that k + |A| + 1 is odd. Split ψ = p + m with

p = (ψ + P_a ψ)/2,  m = (ψ − P_a ψ)/2.

Then P_a p = p and P_a m = −m. The two parts are orthogonal, because

⟨p, m⟩ = ⟨P_a p, m⟩ = ⟨p, P_a m⟩ = −⟨p, m⟩.

On p the operator P_a acts as +1 and on m as −1, so

(k + P_a + Σ_{i∈A} P_i)ψ = (k + 1 + Σ_{i∈A} P_i)p + (k − 1 + Σ_{i∈A} P_i)m.

Since P_a commutes with the other operators, the two terms on the right still lie in its two eigenspaces and are orthogonal. Their squared norms therefore add. Both k + 1 + |A| and k − 1 + |A| are odd, so the induction hypothesis bounds the sum below by ‖p‖² + ‖m‖² = ‖ψ‖².

Take k = 0 and all n spins. The spin component S_α = (1/2) Σ_i P_i is Hermitian, hence

⟨ψ, S_α²ψ⟩ = ‖S_αψ‖² ≥ (1/4) ‖ψ‖².

Adding the three axes gives S² ≥ 3/4.

For the energy, expand the square of the total spin. Each diagonal term is S_i·S_i = 3/4, and each pair occurs twice:

S² = Σ_{i,j} S_i·S_j = 3n/4 + 2H,  so H = (S² − 3n/4)/2.

Inserting S² ≥ 3/4 gives H ≥ −3(n−1)/8, which lies 3/8 above −3n/8.

For three spins, put spins 0 and 1 in a singlet and spin 2 up. The singlet gives S_0·S_1 = −3/4. The other two couplings combine to (S_0 + S_1)·S_2, which annihilates the state because the singlet has zero total spin. The energy is −3/4.

## Spins and operators in Lean

The general inequality is set in an arbitrary complex inner product space `V`; the spin system is a particular case.

```lean
import Mathlib

open Finset

namespace OddSpinAntiferromagnet

noncomputable section

variable {V : Type*} [NormedAddCommGroup V] [InnerProductSpace ℂ V] {n : ℕ}
```

The structure records the three properties of the P_i used above: symmetry, square one and commutation.

```lean
/-- A family of commuting symmetric operators, each of which squares to the identity. -/
structure CommutingInvolutions {ι : Type*} (P : ι → Module.End ℂ V) : Prop where
  symm : ∀ i φ ψ, inner ℂ (P i φ) ψ = inner ℂ φ (P i ψ)
  sq : ∀ i ψ, P i (P i ψ) = ψ
  comm : ∀ i j ψ, P i (P j ψ) = P j (P i ψ)
```

A state assigns a complex amplitude to each of the 2ⁿ configurations. It need not be normalised, which is why ‖ψ‖² appears in the bounds.

```lean
/-- States of `n` spins 1/2: an amplitude for each configuration, `true` being spin up. -/
abbrev State (n : ℕ) := EuclideanSpace ℂ (Fin n → Bool)
```

All three Pauli operators have one form: the new amplitude at configuration s is a factor depending on spin i, times the old amplitude at s with spin i either reversed or left alone.

```lean
/-- The configuration with spin `i` reversed if `b` is true, and unchanged otherwise. -/
def turn (b : Bool) (i : Fin n) (s : Fin n → Bool) : Fin n → Bool :=
  fun j => if j = i then xor b (s j) else s j

/-- The operator on spin `i` that reverses it if `b` is true and multiplies by a factor `c`. -/
def siteOp (b : Bool) (c : Bool → ℂ) (i : Fin n) : Module.End ℂ (State n) where
  toFun ψ := WithLp.toLp 2 fun s => c (s i) * ψ (turn b i s)
  map_add' _ _ := by ext s; exact mul_add _ _ _
  map_smul' _ _ := by ext s; exact mul_left_comm _ _ _

/-- The sign `+1` for spin up and `-1` for spin down. -/
def spinSign (x : Bool) : ℂ := if x then 1 else -1
```

For σˣ and σʸ the spin is reversed; for σᶻ it is not. The factors of σʸ are −i at spin up and +i at spin down, the usual convention.

```lean
/-- The Pauli operators `σˣ`. -/
def pauliX : Fin n → Module.End ℂ (State n) := siteOp true fun _ => 1

/-- The Pauli operators `σʸ`. -/
def pauliY : Fin n → Module.End ℂ (State n) :=
  siteOp true fun x => if x then -Complex.I else Complex.I

/-- The Pauli operators `σᶻ`. -/
def pauliZ : Fin n → Module.End ℂ (State n) := siteOp false spinSign
```

The total spin and the exchange operator carry the factors 1/2 and 1/4 that turn Pauli operators into spins.

```lean
/-- The total spin component `(1/2) ∑ σᵢ` along one axis. -/
def spinComponent (P : Fin n → Module.End ℂ V) : Module.End ℂ V := (1 / 2 : ℂ) • ∑ i, P i

/-- The total spin squared, `S² = Sx² + Sy² + Sz²`. -/
def totalSpinSq (n : ℕ) : Module.End ℂ (State n) :=
  spinComponent pauliX * spinComponent pauliX + spinComponent pauliY * spinComponent pauliY
    + spinComponent pauliZ * spinComponent pauliZ

/-- The exchange operator `Sᵢ·Sⱼ`. -/
def spinDot (i j : Fin n) : Module.End ℂ (State n) :=
  (1 / 4 : ℂ) • (pauliX i * pauliX j + pauliY i * pauliY j + pauliZ i * pauliZ j)
```

The Hamiltonian sums over ordered pairs i ≠ j and halves the result, which equals the sum over i < j. The positive sign makes the coupling antiferromagnetic.

```lean
/-- The antiferromagnet with unit coupling on all pairs, `H = (1/2) ∑_{i≠j} Sᵢ·Sⱼ`. -/
def heisenberg (n : ℕ) : Module.End ℂ (State n) :=
  (1 / 2 : ℂ) • ∑ i, ∑ j, if i = j then 0 else spinDot i j
```

## The Pauli operators as commuting involutions

The two hypotheses on the factor `c` say that the single-spin matrix squares to one and is Hermitian. Symmetry follows by relabelling the sum over configurations with `turn`, which is its own inverse. Operators on different sites commute because each leaves the other's spin unchanged.

```lean
/-- Single-spin operators built from a Hermitian involution commute between sites and are
symmetric involutions. -/
theorem siteOp_involutions {b : Bool} {c : Bool → ℂ} (h1 : ∀ x, c x * c (xor b x) = 1)
    (h2 : ∀ x, (starRingEnd ℂ) (c x) = c (xor b x)) :
    CommutingInvolutions (siteOp (n := n) b c) := by
  have hxx : ∀ (i : Fin n) s, turn b i (turn b i s) = s := by
    intro i s
    funext j
    by_cases h : j = i <;> cases b <;> simp [turn, h]
  have hself : ∀ (i : Fin n) s, turn b i s i = xor b (s i) := by intro i s; simp [turn]
  refine ⟨fun i φ ψ => ?_, fun i ψ => ?_, fun i j ψ => ?_⟩
  · rw [PiLp.inner_apply, PiLp.inner_apply]
    refine Fintype.sum_equiv (Function.Involutive.toPerm (turn b i) (hxx i)) _ _ fun s => ?_
    change inner ℂ (c (s i) * φ (turn b i s)) (ψ s)
      = inner ℂ (φ (turn b i s)) (c (turn b i s i) * ψ (turn b i (turn b i s)))
    rw [hxx, hself, ← h2]
    simp only [RCLike.inner_apply, map_mul]
    ring
  · ext s
    change c (s i) * (c (turn b i s i) * ψ (turn b i (turn b i s))) = ψ s
    rw [hxx, hself, ← mul_assoc, h1, one_mul]
  · by_cases h : i = j
    · rw [h]
    ext s
    change c (s i) * (c (turn b i s j) * ψ (turn b j (turn b i s)))
      = c (s j) * (c (turn b j s i) * ψ (turn b i (turn b j s)))
    have e1 : turn b i s j = s j := by simp [turn, Ne.symm h]
    have e2 : turn b j s i = s i := by simp [turn, h]
    have e3 : turn b j (turn b i s) = turn b i (turn b j s) := by
      funext k
      simp only [turn]
      split_ifs <;> rfl
    rw [e1, e2, e3]
    ring
```

Checking the factors for spin up and spin down then covers all three axes.

```lean
/-- Along each axis the Pauli operators of the spins are commuting symmetric involutions. -/
theorem pauli_witness (n : ℕ) : CommutingInvolutions (pauliX (n := n)) ∧
    CommutingInvolutions (pauliY (n := n)) ∧ CommutingInvolutions (pauliZ (n := n)) := by
  refine ⟨siteOp_involutions ?_ ?_, siteOp_involutions ?_ ?_, siteOp_involutions ?_ ?_⟩ <;>
    intro x <;> cases x <;> simp [spinSign]
```

## The parity inequality and S² ≥ 3/4

The induction follows the derivation above, with `s` for the set A. The statement holds for all `k` at once, since the step needs it at k + 1 and k − 1. In the proof, `hort` is the orthogonality of the eigenspaces, `hB` moves `P a` past the remaining sum, and `e` is the splitting into two terms.

```lean
/-- If `k` plus the number of commuting symmetric involutions is odd, `k + ∑ Pᵢ` never shortens a
vector. -/
theorem norm_sq_le_of_odd {ι : Type*} [DecidableEq ι] {P : ι → Module.End ℂ V}
    (h : CommutingInvolutions P) (s : Finset ι) : ∀ k : ℤ, Odd (k + (s.card : ℤ)) →
      ∀ ψ : V, ‖ψ‖ ^ 2 ≤ ‖(k : ℂ) • ψ + (∑ i ∈ s, P i) ψ‖ ^ 2 := by
  induction s using Finset.induction_on with
  | empty =>
    intro k ⟨r, hr⟩ ψ
    rw [Finset.card_empty] at hr
    have hk0 : k ≠ 0 := by omega
    have h1 : (1 : ℝ) ≤ |(k : ℝ)| := by exact_mod_cast Int.one_le_abs hk0
    have h2 : (1 : ℝ) ≤ |(k : ℝ)| ^ 2 := one_le_pow₀ h1
    rw [Finset.sum_empty, LinearMap.zero_apply, add_zero, norm_smul, Complex.norm_intCast,
      mul_pow]
    nlinarith [mul_le_mul_of_nonneg_right h2 (sq_nonneg ‖ψ‖)]
  | insert a s ha ih =>
    intro k ⟨r, hr⟩ ψ
    rw [Finset.card_insert_of_notMem ha] at hr
    push_cast at hr
    -- the two eigenspaces of `P a` are orthogonal
    have hort : ∀ u v : V, P a u = u → P a v = -v → ‖u + v‖ ^ 2 = ‖u‖ ^ 2 + ‖v‖ ^ 2 := by
      intro u v hu hv
      have h1 := h.symm a u v
      rw [hu, hv, inner_neg_right] at h1
      have h0 : inner ℂ u v = 0 := by linear_combination h1 / 2
      rw [norm_add_sq (𝕜 := ℂ), h0]
      simp
    have hB : ∀ φ, P a ((∑ i ∈ s, P i) φ) = (∑ i ∈ s, P i) (P a φ) := by
      intro φ
      rw [LinearMap.sum_apply, LinearMap.sum_apply, map_sum]
      exact Finset.sum_congr rfl fun i _ => h.comm a i φ
    -- split the vector into its parts in these eigenspaces
    obtain ⟨p, hp⟩ : ∃ p, p = (1 / 2 : ℂ) • (ψ + P a ψ) := ⟨_, rfl⟩
    obtain ⟨m, hm⟩ : ∃ m, m = (1 / 2 : ℂ) • (ψ - P a ψ) := ⟨_, rfl⟩
    have hpp : P a p = p := by rw [hp, map_smul, map_add, h.sq]; module
    have hmm : P a m = -m := by rw [hm, map_smul, map_sub, h.sq]; module
    have hψ : ψ = p + m := by rw [hp, hm]; module
    have hPψ : P a ψ = p - m := by rw [hp, hm]; module
    have e : (k : ℂ) • ψ + (∑ i ∈ insert a s, P i) ψ
        = (((k + 1 : ℤ) : ℂ) • p + (∑ i ∈ s, P i) p)
          + (((k - 1 : ℤ) : ℂ) • m + (∑ i ∈ s, P i) m) := by
      rw [Finset.sum_insert ha, LinearMap.add_apply, hPψ, hψ, map_add]
      push_cast
      module
    have e0 : ‖ψ‖ ^ 2 = ‖p‖ ^ 2 + ‖m‖ ^ 2 := by
      rw [hψ]
      exact hort p m hpp hmm
    rw [e, e0, hort _ _ (by rw [map_add, map_smul, hB, hpp])
      (by rw [map_add, map_smul, hB, hmm, map_neg]; module)]
    exact add_le_add (ih (k + 1) ⟨r, by omega⟩ p) (ih (k - 1) ⟨r - 1, by omega⟩ m)
```

With k = 0 and all spins included, the inequality bounds one squared component. Here `hC` is the symmetry of that component, which turns the expectation value into a squared norm.

```lean
/-- For an odd number of commuting symmetric involutions, the square of half their sum is at least
`1/4`. -/
theorem quarter_le_component_sq {P : Fin n → Module.End ℂ V} (h : CommutingInvolutions P)
    (hn : Odd n) (ψ : V) :
    1 / 4 * ‖ψ‖ ^ 2 ≤ (inner ℂ ψ ((spinComponent P * spinComponent P) ψ)).re := by
  have hC : ∀ φ χ, inner ℂ (spinComponent P φ) χ = inner ℂ φ (spinComponent P χ) := by
    intro φ χ
    have hs : inner ℂ ((∑ i, P i) φ) χ = inner ℂ φ ((∑ i, P i) χ) := by
      rw [LinearMap.sum_apply, LinearMap.sum_apply, sum_inner, inner_sum]
      exact Finset.sum_congr rfl fun i _ => h.symm i φ χ
    have hr : (1 / 2 : ℂ) = ((1 / 2 : ℝ) : ℂ) := by norm_num
    have hc : (starRingEnd ℂ) (1 / 2 : ℂ) = 1 / 2 := by rw [hr, Complex.conj_ofReal]
    rw [spinComponent, LinearMap.smul_apply, LinearMap.smul_apply, inner_smul_left,
      inner_smul_right, hs, hc]
  have hodd : Odd (n : ℤ) := by exact_mod_cast hn
  have hb := norm_sq_le_of_odd h Finset.univ 0 (by
    rw [Finset.card_univ, Fintype.card_fin, zero_add]; exact hodd) ψ
  simp only [Int.cast_zero, zero_smul, zero_add] at hb
  have hnorm : (inner ℂ (spinComponent P ψ) (spinComponent P ψ)).re
      = ‖spinComponent P ψ‖ ^ 2 := inner_self_eq_norm_sq (𝕜 := ℂ) _
  have hhalf : ‖(1 / 2 : ℂ)‖ = 1 / 2 := by norm_num
  rw [Module.End.mul_apply, ← hC, hnorm, spinComponent, LinearMap.smul_apply, norm_smul,
    hhalf, mul_pow]
  linarith
```

The three axes are then added. The theorem speaks of the real part of the inner product; for a Hermitian operator this is the whole expectation value.

```lean
/-- For an odd number of spins 1/2, the total spin squared satisfies `S² ≥ 3/4`. -/
theorem three_quarters_le_totalSpinSq (hn : Odd n) (ψ : State n) :
    3 / 4 * ‖ψ‖ ^ 2 ≤ (inner ℂ ψ (totalSpinSq n ψ)).re := by
  obtain ⟨hX, hY, hZ⟩ := pauli_witness n
  rw [totalSpinSq, LinearMap.add_apply, LinearMap.add_apply, inner_add_right,
    inner_add_right, Complex.add_re, Complex.add_re]
  linarith [quarter_le_component_sq hX hn ψ, quarter_le_component_sq hY hn ψ,
    quarter_le_component_sq hZ hn ψ]
```

## The energy of the antiferromagnet

The operator identity holds for every n, odd or even. `hS` expands the square, and `key` and `hd` account for the diagonal terms.

```lean
/-- The Hamiltonian is a function of the total spin: `H = (S² - 3n/4) / 2`. -/
theorem heisenberg_eq (n : ℕ) :
    heisenberg n = (1 / 2 : ℂ) • (totalSpinSq n - (3 * n / 4 : ℂ) • 1) := by
  obtain ⟨hX, hY, hZ⟩ := pauli_witness n
  have hS : totalSpinSq n = ∑ i, ∑ j, spinDot i j := by
    simp only [totalSpinSq, spinComponent, spinDot, smul_mul_smul_comm, Finset.sum_mul_sum,
      ← Finset.smul_sum, Finset.sum_add_distrib]
    module
  -- the diagonal terms are `Sᵢ·Sᵢ = 3/4`
  have key : ∀ i j : Fin n, (if i = j then 0 else spinDot i j)
      = spinDot i j - if i = j then (3 / 4 : ℂ) • 1 else 0 := by
    intro i j
    by_cases hij : i = j
    · subst hij
      have hx : pauliX i * pauliX i = 1 := LinearMap.ext fun ψ => hX.sq i ψ
      have hy : pauliY i * pauliY i = 1 := LinearMap.ext fun ψ => hY.sq i ψ
      have hz : pauliZ i * pauliZ i = 1 := LinearMap.ext fun ψ => hZ.sq i ψ
      rw [if_pos rfl, if_pos rfl, spinDot, hx, hy, hz]
      module
    · rw [if_neg hij, if_neg hij, sub_zero]
  have hd : ∑ i : Fin n, ∑ j : Fin n,
      (if i = j then (3 / 4 : ℂ) • (1 : Module.End ℂ (State n)) else 0)
        = (3 * n / 4 : ℂ) • 1 := by
    simp only [Finset.sum_ite_eq, Finset.mem_univ, if_true, Finset.sum_const,
      Finset.card_univ, Fintype.card_fin]
    rw [← Nat.cast_smul_eq_nsmul ℂ, smul_smul]
    congr 1
    ring
  simp only [heisenberg, key, Finset.sum_sub_distrib]
  rw [hd, hS]
```

Substituting the bound on S² gives both energy estimates. The strict one needs ψ ≠ 0. For n = 1 there are no pairs, H = 0, and the first bound is 0.

```lean
/-- For odd `n` the energy is at least `-3(n-1)/8` per squared norm, and for a nonzero state
it lies strictly above `-3n/8`. -/
theorem energy_lower_bound (hn : Odd n) (ψ : State n) :
    -(3 * ((n : ℝ) - 1) / 8) * ‖ψ‖ ^ 2 ≤ (inner ℂ ψ (heisenberg n ψ)).re ∧
      (ψ ≠ 0 → -(3 * (n : ℝ) / 8) * ‖ψ‖ ^ 2 < (inner ℂ ψ (heisenberg n ψ)).re) := by
  have hS := three_quarters_le_totalSpinSq hn ψ
  have hself : (inner ℂ ψ ψ).re = ‖ψ‖ ^ 2 := inner_self_eq_norm_sq (𝕜 := ℂ) ψ
  have hre : ∀ z w : ℂ, ((1 / 2 : ℂ) * (z - (3 * n / 4 : ℂ) * w)).re
      = 1 / 2 * (z.re - 3 * n / 4 * w.re) := by
    intro z w
    have e : (1 / 2 : ℂ) * (z - (3 * n / 4 : ℂ) * w)
        = ((1 / 2 : ℝ) : ℂ) * (z - ((3 * n / 4 : ℝ) : ℂ) * w) := by push_cast; ring
    rw [e, Complex.re_ofReal_mul, Complex.sub_re, Complex.re_ofReal_mul]
  rw [heisenberg_eq, LinearMap.smul_apply, LinearMap.sub_apply, LinearMap.smul_apply,
    Module.End.one_apply, inner_smul_right, inner_sub_right, inner_smul_right, hre, hself]
  refine ⟨by linarith, fun hψ => ?_⟩
  have hpos : 0 < ‖ψ‖ ^ 2 := pow_pos (norm_pos_iff.mpr hψ) 2
  linarith
```

The three-spin state has amplitude 2 on ↑↓↑ and −2 on ↓↑↑; normalised, it is (|↑↓↑⟩ − |↓↑↑⟩)/√2.

```lean
/-- The unnormalised state with a singlet on the first two spins and the third spin up. -/
def trimerState : State 3 :=
  WithLp.toLp 2 fun s => if s 2 then spinSign (s 0) - spinSign (s 1) else 0
```

Where the derivation by hand uses the singlet, the proof compares the amplitudes of both sides on all eight configurations.

```lean
/-- For three spins the bound `-3(n-1)/8` is attained: `trimerState` is an eigenvector with
this energy. -/
theorem trimer_attains_bound :
    trimerState ≠ 0 ∧ heisenberg 3 trimerState = (-(3 * (3 - 1) / 8) : ℂ) • trimerState := by
  have hT : ∀ s, trimerState s = if s 2 then spinSign (s 0) - spinSign (s 1) else 0 :=
    fun _ => rfl
  have hO : ∀ b c (i : Fin 3) (ψ : State 3) s,
      siteOp b c i ψ s = c (s i) * ψ (turn b i s) := fun _ _ _ _ _ => rfl
  have hI : ∀ x : ℂ, Complex.I * (Complex.I * x) = -x := by
    intro x
    linear_combination x * Complex.I_sq
  constructor
  · intro h
    have h1 : trimerState ![true, false, true] = 0 := by rw [h]; rfl
    rw [hT] at h1
    norm_num [spinSign] at h1
    exact absurd h1 (by decide)
  · have hH : heisenberg 3 = (1 / 2 : ℂ) • (spinDot 0 1 + spinDot 0 2
        + (spinDot 1 0 + spinDot 1 2) + (spinDot 2 0 + spinDot 2 1)) := by
      simp [heisenberg, Fin.sum_univ_three]
    rw [hH]
    ext s
    simp only [spinDot, pauliX, pauliY, pauliZ, LinearMap.add_apply, LinearMap.smul_apply,
      Module.End.mul_apply, PiLp.add_apply, PiLp.smul_apply, smul_eq_mul, hO, hT]
    -- check the eight configurations one by one
    cases h0 : s 0 <;> cases h1 : s 1 <;> cases h2 : s 2 <;>
      simp [turn, spinSign, h0, h1, h2, hI] <;> norm_num [hI]

end

end OddSpinAntiferromagnet
```

```lean
#print axioms OddSpinAntiferromagnet.energy_lower_bound
#print axioms OddSpinAntiferromagnet.trimer_attains_bound
```

```
'OddSpinAntiferromagnet.energy_lower_bound' depends on axioms: [propext, Classical.choice, Quot.sound]
'OddSpinAntiferromagnet.trimer_attains_bound' depends on axioms: [propext, Classical.choice, Quot.sound]
```

Attainment is established here for n = 3 only. The energy bound concerns equal couplings on all pairs, so it does not apply to a nearest-neighbour chain of five spins, for example, while the bound on S² concerns states and involves no Hamiltonian.

## The bounds in exact diagonalisation

In an exact diagonalisation of a small cluster of localised spins 1/2, configurations are commonly stored as bit strings, and `turn true` is then an exclusive-or with a single bit. For odd n, a computed ⟨S²⟩ of a normalised state below 0.75 by more than rounding error indicates a fault. With unit coupling on all pairs, the lowest energy can be compared with −3(n−1)/8 in the same way. For the triangle it should be −0.75; a result of −1.5 suggests that each pair was counted twice, and −3 that Pauli matrices were used without the factor 1/4.
